# At fixed threshold, frequency factor and detection rate, the RRK kinetic shift grows without bound with the number of oscillators

## Only energies above threshold count

The RRK rate constant of a molecule with $s$ identical classical oscillators is

$$k_s(E)=v\left(\frac{E-E_0}{E}\right)^{s-1},$$

where $E$ is the vibrational energy, $E_0$ the dissociation threshold and $v$ the frequency factor. As algebra, the formula also accepts energies below $E_0$, where the molecule cannot react. With $v=4$, $E_0=1$ and $s=3$ it gives the value $1$ at $E=2$, but also at $E=2/3$, because the negative ratio is squared. The condition $E>E_0$ is therefore part of what is meant by a solution.

## The shift in a fragmentation experiment

An instrument sees a fragment only if the molecule dissociates within the observation time. We represent this by a fixed detection rate $k$, with $0<k<v$, roughly the inverse of that time. The energy $E_s$ at which $k_s(E_s)=k$ lies above $E_0$, and the excess $\Delta_s=E_s-E_0$ is the kinetic shift. Within this classical model, the observed onset energy lies above the threshold by this shift. When $k$ is far below $v$, the shift is negligible for two oscillators, but with enough oscillators it exceeds $E_0$ itself, and a computed threshold should then not be compared directly with the onset.

## What is claimed

The main theorem, `kinetic_shift_increases_unboundedly`, assumes $E_0>0$ and $0<k<v$. Its first part says that for each natural number $s\ge2$ exactly one real $E$ (`∃!`) satisfies both $E_0<E$ and `rrkRate v E0 s E = k`. Its second part takes any sequence `Es` of such solutions and says that `Es s - E0` is strictly increasing on `Set.Ici 2`, the integers from 2 upwards, and tends to infinity. The values of `Es` at 0 and 1 are unconstrained.

Energies and rates are real numbers in consistent units. The parameters $E_0$, $v$ and $k$ stay the same as $s$ varies, which a series of real molecules satisfies at best approximately. Quantised vibrations and the state counting of RRKM theory are not included.

## Solving for the shift

For $E\ge E_0$ the ratio $(E-E_0)/E=1-E_0/E$ is nonnegative and strictly increasing, and so is its power $s-1\ge1$. The rate therefore takes the value $k$ at most once there.

Put $L=\ln(v/k)>0$ and $x=L/(s-1)>0$. The equation becomes $(E-E_0)/E=e^{-x}$, so $E(1-e^{-x})=E_0$ and

$$\Delta_s=E-E_0=\frac{E_0}{e^{x}-1}>0.$$

A larger $s$ lowers $x$, hence the denominator, and raises $\Delta_s$.

For the growth, $e^x>1+x$ gives $\Delta_s<E_0/x$. Likewise $e^{-x}>1-x$ gives $(1-x)e^x<1$, hence $(1-x)(e^x-1)<x$ and $\Delta_s>E_0(1-x)/x$. Together,

$$\frac{E_0(s-1)}{L}-E_0<\Delta_s<\frac{E_0(s-1)}{L}.$$

The lower bound diverges. Dividing by $s$ gives $\Delta_s/s\to E_0/L$: the growth is asymptotically linear. This describes the shift once $s-1$ is large compared with $L$; for $s-1<L$ the lower bound is negative and says nothing.

## The smallest case

For $s=2$ we have $e^x=v/k$, so $\Delta_2=E_0k/(v-k)$. For $s=1$ the rate is $v$ at every energy above threshold and never equals $k<v$, which is why the count starts at two.

## The Lean file

```lean
import Mathlib

open Filter Topology

namespace RRKKineticShift

noncomputable section

/-- The RRK expression `v ((E - E0) / E) ^ (s - 1)`. For `v, E0 > 0`, `s ≥ 1` and `E > E0` it is the
RRK rate constant, at energy `E`, of a molecule with `s` oscillators, frequency factor `v` and
threshold `E0`. -/
def rrkRate (v E0 : ℝ) (s : ℕ) (E : ℝ) : ℝ := v * ((E - E0) / E) ^ (s - 1)

/-- The closed form `E0 / (exp (ln (v / k) / (s - 1)) - 1)` for the kinetic shift at detection rate
`k`, for `E0 > 0`, `0 < k < v` and `s ≥ 2`. -/
def kineticShift (E0 v k : ℝ) (s : ℕ) : ℝ :=
  E0 / (Real.exp (Real.log (v / k) / ((s : ℝ) - 1)) - 1)

/-- For `0 < k < v` and `s ≥ 2` the exponent `ln (v / k) / (s - 1)` is positive. -/
theorem exponent_pos {v k : ℝ} {s : ℕ} (hk : 0 < k) (hkv : k < v) (hs : 2 ≤ s) :
    0 < Real.log (v / k) / ((s : ℝ) - 1) := by
  have h2 : (2 : ℝ) ≤ s := by exact_mod_cast hs
  exact div_pos (Real.log_pos ((one_lt_div hk).2 hkv)) (by linarith)

/-- For `v, E0 > 0` and at least two oscillators, the RRK rate constant increases strictly with
energy from the threshold upwards. -/
theorem rrkRate_strictMonoOn {v E0 : ℝ} {s : ℕ} (hv : 0 < v) (hE0 : 0 < E0) (hs : 2 ≤ s) :
    StrictMonoOn (rrkRate v E0 s) (Set.Ici E0) := by
  intro a ha b hb hab
  have ha' : E0 ≤ a := ha
  have ha0 : 0 < a := by linarith
  have hb0 : 0 < b := by linarith
  have h : (a - E0) / a < (b - E0) / b := by
    rw [div_lt_div_iff₀ ha0 hb0]
    nlinarith [mul_pos hE0 (sub_pos.2 hab)]
  have h0 : 0 ≤ (a - E0) / a := div_nonneg (by linarith) ha0.le
  exact mul_lt_mul_of_pos_left (pow_lt_pow_left₀ h h0 (by omega)) hv

/-- For `E0 > 0`, `0 < k < v` and `s ≥ 2`, an energy `E` above the threshold gives the rate `k`
exactly when it exceeds the threshold by the closed-form kinetic shift. -/
theorem rrkRate_eq_iff {E0 v k E : ℝ} {s : ℕ} (hE0 : 0 < E0) (hk : 0 < k) (hkv : k < v)
    (hs : 2 ≤ s) : (E0 < E ∧ rrkRate v E0 s E = k) ↔ E = E0 + kineticShift E0 v k s := by
  have hv : 0 < v := hk.trans hkv
  have h2 : (2 : ℝ) ≤ s := by exact_mod_cast hs
  have hs1 : (s : ℝ) - 1 ≠ 0 := by linarith
  have h1 := Real.one_lt_exp_iff.2 (exponent_pos hk hkv hs)
  have hpos : 0 < kineticShift E0 v k s := div_pos hE0 (by linarith)
  -- the exponential raised to the power s - 1 is v / k
  have hpow : Real.exp (Real.log (v / k) / ((s : ℝ) - 1)) ^ (s - 1) = v / k := by
    have hm : ((s : ℝ) - 1) * (Real.log (v / k) / ((s : ℝ) - 1)) = Real.log (v / k) := by
      field_simp
    rw [← Real.exp_nat_mul, Nat.cast_sub (by omega : 1 ≤ s), Nat.cast_one, hm,
      Real.exp_log (div_pos hv hk)]
  have hratio : (E0 + kineticShift E0 v k s - E0) / (E0 + kineticShift E0 v k s)
      = (Real.exp (Real.log (v / k) / ((s : ℝ) - 1)))⁻¹ := by
    unfold kineticShift
    generalize Real.exp (Real.log (v / k) / ((s : ℝ) - 1)) = e at h1 ⊢
    have he1 : e - 1 ≠ 0 := by linarith
    have he : e ≠ 0 := by linarith
    have hsum : E0 + E0 / (e - 1) = E0 * e / (e - 1) := by
      rw [eq_div_iff he1, add_mul, div_mul_cancel₀ _ he1]
      ring
    rw [add_sub_cancel_left, hsum]
    field_simp
  have hsol : rrkRate v E0 s (E0 + kineticShift E0 v k s) = k := by
    unfold rrkRate
    rw [hratio, inv_pow, hpow]
    field_simp
  constructor
  · rintro ⟨hE, h⟩
    -- a strictly increasing rate takes the value k only once
    exact (rrkRate_strictMonoOn hv hE0 hs).injOn (Set.mem_Ici.2 hE.le)
      (Set.mem_Ici.2 (by linarith)) (h.trans hsol.symm)
  · rintro rfl
    exact ⟨by linarith, hsol⟩

/-- For `E0 > 0`, `0 < k < v` and `s ≥ 2`, the kinetic shift lies below
`E0 (s - 1) / ln (v / k)`, by less than `E0`. -/
theorem kineticShift_bounds {E0 v k : ℝ} {s : ℕ} (hE0 : 0 < E0) (hk : 0 < k) (hkv : k < v)
    (hs : 2 ≤ s) :
    E0 * (((s : ℝ) - 1) / Real.log (v / k)) - E0 < kineticShift E0 v k s ∧
      kineticShift E0 v k s < E0 * (((s : ℝ) - 1) / Real.log (v / k)) := by
  have hx := exponent_pos hk hkv hs
  rw [← one_div_div (Real.log (v / k)) ((s : ℝ) - 1)]
  unfold kineticShift
  generalize Real.log (v / k) / ((s : ℝ) - 1) = x at hx ⊢
  have hup := Real.add_one_lt_exp hx.ne'
  have hlow := mul_lt_mul_of_pos_right (Real.add_one_lt_exp (neg_ne_zero.2 hx.ne'))
    (Real.exp_pos x)
  rw [← Real.exp_add, neg_add_cancel, Real.exp_zero] at hlow
  constructor
  · have h : E0 * (1 / x) - E0 = E0 * (1 - x) / x := by
      rw [mul_one_div, eq_div_iff hx.ne', sub_mul, div_mul_cancel₀ _ hx.ne']
      ring
    rw [lt_div_iff₀ (by linarith), h, div_mul_eq_mul_div, div_lt_iff₀ hx]
    nlinarith [mul_pos hE0 (sub_pos.2 hlow)]
  · rw [mul_one_div]
    exact div_lt_div_of_pos_left hE0 hx (by linarith)

/-- For `E0 > 0` and `0 < k < v`, the RRK equation has exactly one solution above the threshold
for each `s ≥ 2`, and the kinetic shift `Es s - E0` of the solutions increases strictly with the
number `s ≥ 2` of oscillators and tends to infinity. -/
theorem kinetic_shift_increases_unboundedly {E0 v k : ℝ} (hE0 : 0 < E0) (hk : 0 < k)
    (hkv : k < v) :
    (∀ s : ℕ, 2 ≤ s → ∃! E, E0 < E ∧ rrkRate v E0 s E = k) ∧
    ∀ Es : ℕ → ℝ, (∀ s, 2 ≤ s → E0 < Es s ∧ rrkRate v E0 s (Es s) = k) →
      StrictMonoOn (fun s => Es s - E0) (Set.Ici 2) ∧
      Tendsto (fun s => Es s - E0) atTop atTop := by
  have hL : 0 < Real.log (v / k) := Real.log_pos ((one_lt_div hk).2 hkv)
  refine ⟨fun s hs => ⟨E0 + kineticShift E0 v k s, (rrkRate_eq_iff hE0 hk hkv hs).2 rfl,
    fun E hE => (rrkRate_eq_iff hE0 hk hkv hs).1 hE⟩, fun Es hEs => ?_⟩
  have key : ∀ s, 2 ≤ s → Es s - E0 = kineticShift E0 v k s := fun s hs => by
    rw [(rrkRate_eq_iff hE0 hk hkv hs).1 (hEs s hs), add_sub_cancel_left]
  constructor
  · intro s hs t ht hst
    change Es s - E0 < Es t - E0
    rw [key s hs, key t ht]
    have h2 : (2 : ℝ) ≤ s := by exact_mod_cast Set.mem_Ici.1 hs
    have hst' : (s : ℝ) < t := by exact_mod_cast hst
    -- more oscillators lower the exponent, hence the denominator
    have hx : Real.log (v / k) / ((t : ℝ) - 1) < Real.log (v / k) / ((s : ℝ) - 1) :=
      div_lt_div_of_pos_left hL (by linarith) (by linarith)
    have h1 := Real.one_lt_exp_iff.2 (exponent_pos hk hkv (Set.mem_Ici.1 ht))
    have he := Real.exp_lt_exp.2 hx
    exact div_lt_div_of_pos_left hE0 (by linarith) (by linarith)
  · -- the linear lower bound already diverges
    have hlin : Tendsto (fun s : ℕ => E0 / Real.log (v / k) * (s : ℝ)
        + (-(E0 / Real.log (v / k)) - E0)) atTop atTop :=
      tendsto_atTop_add_const_right _ _
        (tendsto_natCast_atTop_atTop.const_mul_atTop (div_pos hE0 hL))
    refine tendsto_atTop_mono' _ ?_ hlin
    filter_upwards [eventually_ge_atTop 2] with s hs
    rw [key s hs]
    have hb := (kineticShift_bounds hE0 hk hkv hs).1
    have hr : E0 * (((s : ℝ) - 1) / Real.log (v / k))
        = E0 / Real.log (v / k) * s - E0 / Real.log (v / k) := by ring
    linarith

/-- For `E0 > 0` and `0 < k < v`, the kinetic shift per oscillator tends to `E0 / ln (v / k)`
as the number of oscillators grows. -/
theorem kineticShift_per_oscillator {E0 v k : ℝ} (hE0 : 0 < E0) (hk : 0 < k) (hkv : k < v) :
    Tendsto (fun s : ℕ => kineticShift E0 v k s / s) atTop (𝓝 (E0 / Real.log (v / k))) := by
  have hc : 0 < E0 / Real.log (v / k) :=
    div_pos hE0 (Real.log_pos ((one_lt_div hk).2 hkv))
  have hlow : Tendsto (fun s : ℕ => E0 / Real.log (v / k)
      - (E0 / Real.log (v / k) + E0) / (s : ℝ)) atTop (𝓝 (E0 / Real.log (v / k))) := by
    have h := (tendsto_const_nhds (x := E0 / Real.log (v / k))).sub
      (tendsto_const_div_atTop_nhds_zero_nat (E0 / Real.log (v / k) + E0))
    rwa [sub_zero] at h
  -- squeeze between the linear lower bound divided by s and the constant E0 / ln (v / k)
  refine tendsto_of_tendsto_of_tendsto_of_le_of_le' hlow tendsto_const_nhds ?_ ?_
  all_goals
    filter_upwards [eventually_ge_atTop 2] with s hs
    have hs0 : (0 : ℝ) < s := by exact_mod_cast (by omega : 0 < s)
    obtain ⟨hb1, hb2⟩ := kineticShift_bounds hE0 hk hkv hs
    have hr : E0 * (((s : ℝ) - 1) / Real.log (v / k))
        = E0 / Real.log (v / k) * s - E0 / Real.log (v / k) := by ring
  · rw [le_div_iff₀ hs0, sub_mul, div_mul_cancel₀ _ hs0.ne']
    linarith
  · rw [div_le_iff₀ hs0]
    linarith

/-- With `v = 4`, `E0 = 1` and three oscillators, the RRK formula takes the value `1` both at
`E = 2`, above the threshold, and at `E = 2/3`, below it. -/
theorem spurious_root_below_threshold :
    rrkRate 4 1 3 2 = 1 ∧ rrkRate 4 1 3 (2 / 3) = 1 := by
  constructor <;> norm_num [rrkRate]

end

end RRKKineticShift
```

```lean
#print axioms RRKKineticShift.kinetic_shift_increases_unboundedly
-- 'RRKKineticShift.kinetic_shift_increases_unboundedly' depends on axioms: [propext, Classical.choice, Quot.sound]
#print axioms RRKKineticShift.kineticShift_per_oscillator
-- 'RRKKineticShift.kineticShift_per_oscillator' depends on axioms: [propext, Classical.choice, Quot.sound]
#print axioms RRKKineticShift.spurious_root_below_threshold
-- 'RRKKineticShift.spurious_root_below_threshold' depends on axioms: [propext, Classical.choice, Quot.sound]
```

## From the derivation to the proof

`rrkRate_strictMonoOn` compares the two ratios by cross-multiplication and then raises them to the power. In `rrkRate_eq_iff`, `hratio` computes the ratio $e^{-x}$ at the energy `E0 + kineticShift E0 v k s`, `hpow` shows $(e^x)^{s-1}=v/k$, and `hsol` concludes that this energy solves the equation.

`kineticShift_bounds` uses `Real.add_one_lt_exp` at $x$ and at $-x$. The main theorem identifies every `Es s - E0` with the closed form in `key`, compares denominators for monotonicity, and obtains divergence from the linear lower bound. `kineticShift_per_oscillator` squeezes $\Delta_s/s$ between the lower bound divided by $s$ and the constant $E_0/L$, which lies above the upper bound divided by $s$.

## Monotonicity that carries its domain

Uniqueness turns on `StrictMonoOn`, which asserts strict increase only between points of a given set, here `Set.Ici E0`, the energies $E\ge E_0$. Its consequence `injOn` says that two points of that set with equal rates coincide, and it demands a proof that each point belongs to the set. The root at $2/3$ fails this membership test, so it does not contradict uniqueness.
